# A Potential That Commutes with a Momentum Kick Cancels from the Compton Energy Transfer

An X-ray photon scatters from an electron in a solid and hands it a momentum q. At large transfers, the energy that the photon loses is commonly read as if the electron had been free: a recoil energy q²/(2m), plus a Doppler term q·p/m that depends on the momentum p the electron had before the collision. The spread of that Doppler term is what a Compton profile records. Yet the electron was bound, and its Hamiltonian contains a potential V that may be strong. Where does V go?

The sudden transfer of momentum is described by the operator U = exp(iq·r/ħ), which satisfies U⁻¹ p_a U = p_a + q_a for each Cartesian component a. A local potential V(r) is a function of position, as U is, so the two commute. These two facts are enough to give

U⁻¹HU − H = Σ_a (q_a p_a/m + q_a²/(2m)), with H = Σ_a p_a²/(2m) + V.

If the electron starts in a normalised eigenstate of H and U is unitary, the expectation value of the left side is the mean energy given to it by the kick. The identity concerns this operator and not the full line shape: reading a measured spectrum as a momentum distribution also needs the impulse approximation.

## Observables, kicks and the energy transfer

The derivation uses only sums, products and complex multiples of operators, so the observables are elements of an arbitrary complex algebra `A`. The index type `ι` labels the momentum components. There is no Hilbert space, no adjoint and no norm, and questions about the domains of unbounded operators do not arise.

```lean
import Mathlib

open Finset

namespace ComptonEnergyTransfer

noncomputable section

variable {A ι : Type*} [Ring A] [Algebra ℂ A]
```

The kick U is an invertible element of the algebra, of type `Aˣ`; it need not be unitary. Its defining property is

U⁻¹ p_a U = p_a + q_a 1 for every a.

This is postulated here. For the exponential above it follows from the canonical commutation relation between position and momentum. The q_a are complex numbers in units of momentum, so ħ does not appear, and the p_a are not required to commute with one another.

```lean
/-- The kick `U` shifts every momentum component `p a` by the number `q a`. -/
def Boosts (U : Aˣ) (p : ι → A) (q : ι → ℂ) : Prop :=
  ∀ a, (↑U⁻¹ : A) * p a * (U : A) = p a + q a • (1 : A)
```

For any observable X, the change under the kick is

U⁻¹XU − X.

When X is the Hamiltonian, this is the energy transfer.

```lean
/-- The change `U⁻¹ X U - X` of an observable `X` under the kick `U`. -/
def transfer (U : Aˣ) (X : A) : A := (↑U⁻¹ : A) * X * (U : A) - X
```

The Hamiltonian is kinetic energy plus potential,

H = (1/(2m)) Σ_a p_a² + V,

with one mass m for all components, which may be any complex number. `V` is any element of the algebra; nothing yet says that it is a function of position.

```lean
/-- The Hamiltonian `∑ p_a² / (2m) + V`. -/
def hamiltonian [Fintype ι] (m : ℂ) (p : ι → A) (V : A) : A :=
  (1 / (2 * m)) • ∑ a, p a ^ 2 + V
```

## The shift of a squared momentum

Inserting UU⁻¹ = 1 between the two factors of p_a² gives

U⁻¹ p_a² U = (U⁻¹ p_a U)(U⁻¹ p_a U) = (p_a + q_a)² = p_a² + 2q_a p_a + q_a².

The number q_a commutes with p_a, which is why the two cross terms combine. In the proof, `e` is the first equality, `rw [e, h a]` puts in the shifted momentum, `simp only` multiplies out the product, and `module` collects the terms.

```lean
/-- A kick by `q` changes the square of a momentum component by `2 q p + q²`. -/
theorem kick_sq {U : Aˣ} {p : ι → A} {q : ι → ℂ} (h : Boosts U p q) (a : ι) :
    (↑U⁻¹ : A) * p a ^ 2 * (U : A)
      = p a ^ 2 + ((2 * q a) • p a + (q a ^ 2) • (1 : A)) := by
  -- conjugation by the kick is multiplicative
  have e : (↑U⁻¹ : A) * p a ^ 2 * (U : A)
      = ((↑U⁻¹ : A) * p a * (U : A)) * ((↑U⁻¹ : A) * p a * (U : A)) := by
    simp [pow_two, mul_assoc]
  rw [e, h a]
  simp only [add_mul, mul_add, smul_mul_assoc, mul_smul_comm, one_mul, mul_one, pow_two]
  module
```

The inverse kick should take the momentum away again. Conjugating the defining relation back with U gives

p_a = U(U⁻¹ p_a U)U⁻¹ = U p_a U⁻¹ + q_a,

and therefore

U p_a U⁻¹ = p_a − q_a.

So U⁻¹ is itself a kick, with transferred momenta −q_a.

```lean
/-- The inverse kick shifts every momentum component by the opposite amount. -/
theorem Boosts.inv {U : Aˣ} {p : ι → A} {q : ι → ℂ} (h : Boosts U p q) :
    Boosts U⁻¹ p (-q) := by
  intro a
  have e : (U : A) * ((↑U⁻¹ : A) * p a * (U : A)) * (↑U⁻¹ : A) = p a := by
    simp [mul_assoc]
  rw [h a, mul_add, add_mul, mul_smul_comm, smul_mul_assoc, mul_one, Units.mul_inv] at e
  rw [inv_inv, Pi.neg_apply, neg_smul, ← sub_eq_add_neg]
  exact eq_sub_of_add_eq e
```

## When the potential is unchanged

Multiplying from the left by U shows that

U⁻¹VU − V = 0 ⇔ VU = UV.

The right side is the meaning of `Commute V (U : A)`. The equivalence holds for any observable, and it will give both the cancellation of the potential and its converse.

```lean
omit [Algebra ℂ A] in
/-- An observable is unchanged by the kick exactly when it commutes with it. -/
theorem transfer_eq_zero_iff (U : Aˣ) (V : A) :
    transfer U V = 0 ↔ Commute V (U : A) := by
  unfold transfer
  rw [sub_eq_zero, mul_assoc, Units.inv_mul_eq_iff_eq_mul]
  exact Iff.rfl
```

## The energy transfer for any potential

Write S = Σ_a p_a² and D = Σ_a (2q_a p_a + q_a²). Summing the squared-momentum formula over a gives U⁻¹SU = S + D. With c = 1/(2m),

U⁻¹HU − H = c(S + D) + U⁻¹VU − cS − V = cD + (U⁻¹VU − V).

Multiplication by 2m leaves

2m(U⁻¹HU − H) = D + 2m(U⁻¹VU − V).

The theorem is stated in this multiplied form because Lean sets 1/0 = 0: the divided Compton formula would hold at m = 0 for no physical reason, whereas the multiplied one really needs m ≠ 0.

In the proof, `hK` is the kinetic step, `e` is the cancellation of cS (with the letter T in place of D), and `h2` is the identity 2m · 1/(2m) = 1.

```lean
/-- For an arbitrary potential, `2m` times the energy transfer is `∑ (2 q_a p_a + q_a²)` plus
`2m` times the change of the potential under the kick. -/
theorem transfer_hamiltonian [Fintype ι] {U : Aˣ} {p : ι → A} {q : ι → ℂ} {m : ℂ}
    (h : Boosts U p q) (hm : m ≠ 0) (V : A) :
    (2 * m) • transfer U (hamiltonian m p V)
      = ∑ a, ((2 * q a) • p a + (q a ^ 2) • (1 : A)) + (2 * m) • transfer U V := by
  -- the kick acts on the kinetic term component by component
  have hK : (↑U⁻¹ : A) * (∑ a, p a ^ 2) * (U : A)
      = ∑ a, p a ^ 2 + ∑ a, ((2 * q a) • p a + (q a ^ 2) • (1 : A)) := by
    rw [Finset.mul_sum, Finset.sum_mul, ← Finset.sum_add_distrib]
    exact Finset.sum_congr rfl fun a _ => kick_sq h a
  have h2 : 2 * m * (1 / (2 * m)) = 1 :=
    mul_one_div_cancel (mul_ne_zero two_ne_zero hm)
  have e : ∀ (c : ℂ) (S T W X : A), (2 * m) • (c • (S + T) + W - (c • S + X))
      = (2 * m * c) • T + (2 * m) • (W - X) := by
    intros
    module
  unfold transfer hamiltonian
  rw [mul_add, add_mul, mul_smul_comm, smul_mul_assoc, hK, e, h2, one_smul]
```

The tactic that carries this bookkeeping is `module`. It proves equations between linear combinations: it collects the scalar coefficient of each vector on both sides and compares the coefficients by commutative ring arithmetic. Here the scalars are complex numbers and the vectors are elements of `A`. The tactic does not expand products of operators, so in `kick_sq` the product (p_a + q_a)(p_a + q_a) has to be multiplied out first; after that, p_a p_a, p_a and 1 are simply three vectors with coefficients. Nor does it use the assumption m ≠ 0. For this reason `e` is stated for an arbitrary number c, where no division occurs, and the one cancellation that needs a nonzero mass is done separately in `h2`. In short, products of noncommuting operators are handled by explicit rewriting, and the collection of coefficients by the tactic.

## The potential cancels, and only then

If V commutes with U, the last term vanishes:

2m(U⁻¹HU − H) = Σ_a (2q_a p_a + q_a²).

Division by 2m gives the formula for the bound electron stated at the start. The potential is still present in H; it is only its change under the kick that is zero.

```lean
/-- **Compton energy transfer.** If the potential commutes with the kick, it cancels:
`2m (U⁻¹ H U - H) = ∑ (2 q_a p_a + q_a²)`. -/
theorem compton_transfer [Fintype ι] {U : Aˣ} {p : ι → A} {q : ι → ℂ} {m : ℂ} {V : A}
    (h : Boosts U p q) (hm : m ≠ 0) (hV : Commute V (U : A)) :
    (2 * m) • transfer U (hamiltonian m p V)
      = ∑ a, ((2 * q a) • p a + (q a ^ 2) • (1 : A)) := by
  rw [transfer_hamiltonian h hm, (transfer_eq_zero_iff U V).mpr hV, smul_zero, add_zero]
```

Conversely, suppose that the potential-free formula holds. Comparison with the general formula leaves

2m(U⁻¹VU − V) = 0.

Since 2m ≠ 0, the bracket is zero, and V commutes with U. `smul_eq_zero` says that a multiple of a vector vanishes only if the number or the vector does, and `resolve_left` rules out the number.

```lean
/-- The energy transfer has the potential-free form only if the potential commutes with the
kick. -/
theorem commute_of_compton_transfer [Fintype ι] {U : Aˣ} {p : ι → A} {q : ι → ℂ} {m : ℂ}
    {V : A} (h : Boosts U p q) (hm : m ≠ 0)
    (hT : (2 * m) • transfer U (hamiltonian m p V)
      = ∑ a, ((2 * q a) • p a + (q a ^ 2) • (1 : A))) :
    Commute V (U : A) := by
  rw [transfer_hamiltonian h hm, add_eq_left] at hT
  exact (transfer_eq_zero_iff U V).mp
    ((smul_eq_zero.mp hT).resolve_left (mul_ne_zero two_ne_zero hm))
```

This bears on electronic-structure work with nonlocal pseudopotentials, which in general do not commute with exp(iq·r/ħ): within this model of an exact, invertible kick, the energy transfer then keeps the term U⁻¹VU − V. The exact shift relation is itself an idealisation for a finite basis, because taking the trace of U⁻¹ p_a U = p_a + q_a for finite matrices of nonzero size forces q_a = 0.

## Opposite kicks and the f-sum rule

A potential that commutes with U also commutes with U⁻¹, so the Compton formula applies to the inverse kick with −q_a in place of q_a. Adding the two transfers removes the Doppler term:

Σ_a (2q_a p_a + q_a²) + Σ_a (−2q_a p_a + q_a²) = 2 Σ_a q_a².

The left side is 2m times the sum of the two energy transfers. Halving gives

m[(U⁻¹HU − H) + (UHU⁻¹ − H)] = Σ_a q_a².

The f-sum rule is usually met as an energy-weighted integral over an excitation spectrum. What is proved here is the operator identity behind it for a single electron, in which neither a spectrum nor a state appears. In the proof, `e` is the sum of the two Compton formulas, and the `calc` block does the halving.

```lean
/-- **Operator f-sum rule.** If the potential commutes with the kick, the energy transfers of the
kick and of its inverse add up to the number `∑ q_a² / m`, written here after multiplication by `m`.
-/
theorem f_sum_rule [Fintype ι] {U : Aˣ} {p : ι → A} {q : ι → ℂ} {m : ℂ} {V : A}
    (h : Boosts U p q) (hm : m ≠ 0) (hV : Commute V (U : A)) :
    m • (transfer U (hamiltonian m p V) + transfer U⁻¹ (hamiltonian m p V))
      = (∑ a, q a ^ 2) • (1 : A) := by
  -- the terms linear in the momenta cancel between the two kicks
  have e : (2 * m) • transfer U (hamiltonian m p V)
      + (2 * m) • transfer U⁻¹ (hamiltonian m p V)
      = (2 : ℂ) • ((∑ a, q a ^ 2) • (1 : A)) := by
    rw [compton_transfer h hm hV, compton_transfer h.inv hm hV.units_inv_right,
      ← Finset.sum_add_distrib, Finset.sum_smul, Finset.smul_sum]
    refine Finset.sum_congr rfl fun a _ => ?_
    simp only [Pi.neg_apply]
    module
  calc m • (transfer U (hamiltonian m p V) + transfer U⁻¹ (hamiltonian m p V))
      = (1 / 2 : ℂ) • ((2 * m) • transfer U (hamiltonian m p V)
        + (2 * m) • transfer U⁻¹ (hamiltonian m p V)) := by module
    _ = (∑ a, q a ^ 2) • (1 : A) := by
        rw [e]
        module
```

## A state with definite momentum

Let V commute with U, and let ψ satisfy p_a ψ = k_a ψ for all a. Then

2m(U⁻¹HU − H)ψ = Σ_a (2q_a k_a + q_a²)ψ = Σ_a ((k_a + q_a)² − k_a²)ψ.

The energy transfer acts on ψ as the difference of two free-particle kinetic energies, even though V is part of H. Such a ψ is in general not an eigenstate of H. Both sides are linear in ψ, so its normalisation does not matter; in unbounded space ψ is a plane wave, which cannot be normalised.

In Lean, the states form a complex vector space `M` on which the algebra acts, and `IsScalarTower ℂ A M` says that multiplying an operator by a number and then applying it agrees with applying it first and multiplying afterwards. The proof applies the Compton formula to ψ, replaces each p_a ψ by k_a ψ, and compares the sums term by term.

```lean
/-- If the potential commutes with the kick, then on a state with definite momenta `k_a` the energy
transfer acts as the number `∑ ((k_a + q_a)² - k_a²) / (2m)`, written here after multiplication by
`2m`. -/
theorem transfer_on_momentum_state [Fintype ι] {M : Type*} [AddCommGroup M] [Module ℂ M]
    [Module A M] [IsScalarTower ℂ A M] {U : Aˣ} {p : ι → A} {q k : ι → ℂ} {m : ℂ} {V : A}
    (h : Boosts U p q) (hm : m ≠ 0) (hV : Commute V (U : A))
    {ψ : M} (hψ : ∀ a, p a • ψ = k a • ψ) :
    (2 * m) • (transfer U (hamiltonian m p V) • ψ)
      = (∑ a, ((k a + q a) ^ 2 - k a ^ 2)) • ψ := by
  rw [← smul_assoc, compton_transfer h hm hV, Finset.sum_smul, Finset.sum_smul]
  refine Finset.sum_congr rfl fun a _ => ?_
  rw [add_smul, smul_assoc, smul_assoc, one_smul, hψ a]
  module
```

## A periodic potential on a lattice of momenta

A concrete model shows the assumptions at work. Take wave functions f(k) in momentum space, with k running over vectors of integers in suitable units. All complex functions on this lattice are admitted, whether or not they can be normalised. Translation by g acts as

(T_g f)(k) = f(k − g).

In position space this is multiplication by a plane wave with momentum g.

```lean
/-- Translation by `g` of wave functions on the lattice of integer momenta. -/
def shift (g : ι → ℤ) : Module.End ℂ ((ι → ℤ) → ℂ) where
  toFun f k := f (k - g)
  map_add' _ _ := rfl
  map_smul' _ _ := rfl
```

Momentum is diagonal in this representation:

(p_a f)(k) = k_a f(k).

```lean
/-- The momentum component `a`, acting as multiplication by `k a`. -/
def latticeMomentum (a : ι) : Module.End ℂ ((ι → ℤ) → ℂ) where
  toFun f k := (k a : ℂ) * f k
  map_add' f g := funext fun k => mul_add _ (f k) (g k)
  map_smul' c f := funext fun k => mul_left_comm _ c (f k)
```

Translation by n is undone by translation by −n,

T_n T_(−n) = T_(−n) T_n = 1,

so it is an invertible kick. The definition `latticeKick` records the translation, its inverse and these two identities.

```lean
/-- Translation by `n` as an invertible kick. -/
def latticeKick (n : ι → ℤ) : (Module.End ℂ ((ι → ℤ) → ℂ))ˣ where
  val := shift n
  inv := shift (-n)
  val_inv := LinearMap.ext fun f => funext fun k => by simp [shift]
  inv_val := LinearMap.ext fun f => funext fun k => by simp [shift]
```

The kick property follows by evaluating at a lattice point k:

(T_(−n) p_a T_n f)(k) = (p_a T_n f)(k + n) = (k_a + n_a)(T_n f)(k + n) = (k_a + n_a) f(k).

Hence q_a = n_a. For the potential take

V = T_g + T_(−g),

which in position space is twice the cosine of the phase of the plane wave g. Translations commute, since their displacements add in either order, and so V commutes with the kick. For g ≠ 0 it does not commute with every momentum component, so the example is not a free particle in disguise.

In each half of the proof, `change` writes the operator equation as an equation between values at k. What remains is integer arithmetic in the arguments of f and, in the first half, in the factor k_a + n_a.

```lean
/-- On the momentum lattice, translation by `n` shifts the momenta by `n` and commutes with the
cosine potential `shift g + shift (-g)`. -/
theorem boosts_witness (n g : ι → ℤ) :
    Boosts (latticeKick n) latticeMomentum (fun a => (n a : ℂ)) ∧
      Commute (shift g + shift (-g)) (latticeKick n : Module.End ℂ ((ι → ℤ) → ℂ)) := by
  constructor
  · intro a
    refine LinearMap.ext fun f => funext fun k => ?_
    change (((k - -n) a : ℤ) : ℂ) * f (k - -n - n) = (k a : ℂ) * f k + (n a : ℂ) * f k
    rw [show k - -n - n = k by abel]
    simp only [Pi.sub_apply, Pi.neg_apply]
    push_cast
    ring
  · refine LinearMap.ext fun f => funext fun k => ?_
    change f (k - g - n) + f (k - -g - n) = f (k - n - g) + f (k - n - -g)
    rw [sub_right_comm k g n, sub_right_comm k (-g) n]

end

end ComptonEnergyTransfer
```

```lean
#print axioms ComptonEnergyTransfer.commute_of_compton_transfer
#print axioms ComptonEnergyTransfer.f_sum_rule
#print axioms ComptonEnergyTransfer.transfer_on_momentum_state
```

```
'ComptonEnergyTransfer.commute_of_compton_transfer' depends on axioms: [propext, Classical.choice, Quot.sound]
'ComptonEnergyTransfer.f_sum_rule' depends on axioms: [propext, Classical.choice, Quot.sound]
'ComptonEnergyTransfer.transfer_on_momentum_state' depends on axioms: [propext, Classical.choice, Quot.sound]
```
